# Equality of the Two Multiple-Scattering Green Function Forms for a Symmetric t Matrix

## Scattering matrices and sampled solutions

Fix an energy and a finite set of \(n\) scattering channels. When there are several scatterers, a channel is an angular-momentum label together with a site. Two complex \(n\times n\) matrices describe the system: \(t\) holds the scattering by the individual sites, and \(g\) holds the free propagation between them. Assume that \(t\) and \(t^{-1}-g\) are invertible, and define the scattering path operator and the structural Green function by

\[
\tau=(t^{-1}-g)^{-1},\qquad G=g+g\,\tau\,g .
\]

Wave functions enter through their values at sample points. A matrix \(Z\) has one row for each point and one column for each channel; \(Z'\) and \(J'\) do the same for a second set of points, which may differ in size from the first. With several sites, the row of a point is zero in all channels that belong to other sites. From these we form

\[
R=Zt,\qquad R'=Z't,\qquad H'=Z'-J't^{-1}.
\]

In the usual normalisation, \(Z\) and \(R\) are regular at the centre of the scatterer, \(J\) joins on to a spherical Bessel function outside it, and \(H\) joins on to an outgoing Hankel function, with constant prefactors absorbed. The superscript \(T\) is the plain transpose, without complex conjugation.

Each condition on the matrices has a physical meaning. A symmetric \(t\) expresses reciprocity, and it holds for a local scalar potential in a basis of real spherical harmonics. An invertible \(t\) means that no combination of channels passes the scatterers unscattered. The matrix \(t^{-1}-g\) becomes singular where the cluster supports a state without an incoming wave, so such energies are excluded.

## The identity and its derivation by hand

For symmetric \(t\), the claim is

\[
RH'^T+RGR'^T=Z\tau Z'^T-ZJ'^T. \tag{1}
\]

The left side separates a single-scatterer term from a term that contains the propagation between scatterers. On the right side the surroundings enter only through \(\tau\), while \(Z\), \(Z'\) and \(J'\) are solutions for the individual scatterers.

**The structural Green function in terms of \(\tau\).** Since \(\tau\) is a two-sided inverse, \(\tau(t^{-1}-g)=1\) and \((t^{-1}-g)\tau=1\). Solving each equation for the product with \(g\) gives

\[
\tau g=\tau t^{-1}-1,\qquad g\tau=t^{-1}\tau-1. \tag{2}
\]

Insert the second relation into \(G\), and then the first:

\[
G=g+(t^{-1}\tau-1)g=t^{-1}\tau g=t^{-1}(\tau t^{-1}-1)=t^{-1}\tau t^{-1}-t^{-1}. \tag{3}
\]

**The path operator in terms of \(G\).** Multiplying (3) by \(t\) on both sides gives \(tGt=\tau-t\), so

\[
\tau=t+tGt. \tag{4}
\]

**The single-scatterer term.** If \(t^T=t\), then \((t^{-1})^T=t^{-1}\) as well, and

\[
RH'^T=Zt\,(Z'^T-t^{-1}J'^T)=ZtZ'^T-ZJ'^T. \tag{5}
\]

**The sum.** Symmetry also gives \(R'^T=tZ'^T\), so \(RGR'^T=Z\,tGt\,Z'^T\). Adding this to (5) and using (4),

\[
RH'^T+RGR'^T=Z(t+tGt)Z'^T-ZJ'^T=Z\tau Z'^T-ZJ'^T .
\]

**The role of symmetry.** Suppose that (1) holds for all square \(Z\), \(Z'\), \(J'\). Choose \(Z=1\), \(Z'=0\), \(J'=1\). Then \(R=t\), \(R'=0\) and \(H'=-t^{-1}\), and (1) reduces to \(t(t^{-1})^T=1\). Multiplying by \(t^T\) on the right, and using \((t^{-1})^Tt^T=(tt^{-1})^T=1\), gives \(t=t^T\). The condition arises because \(R'\) and \(H'\) are built with \(t\) itself. With \(R'=Z't^T\) and \(H'=Z'-J'(t^{-1})^T\) instead, the same derivation gives (1) without assuming that \(t\) is symmetric.

**Resolution by sites.** Let \(t\) be block diagonal with one block \(t_i\) for each site \(i\). A block-diagonal factor does not mix sites, so the \(ij\) block of (4) is

\[
\tau_{ij}=\delta_{ij}t_i+t_iG_{ij}t_j. \tag{6}
\]

Now take points in cell \(i\) with solutions \(Z\), and points in cell \(j\) with solutions \(Z'\) and \(J'\). Set \(R=Zt_i\), \(R'=Z't_j\) and \(H'=Z'-J't_j^{-1}\). Multiply (6) by \(Z\) on the left and by \(Z'^T\) on the right, and subtract \(\delta_{ij}ZJ'^T\). With symmetric blocks, (5) turns the diagonal part into \(RH'^T\), and

\[
\delta_{ij}RH'^T+RG_{ij}R'^T=Z\tau_{ij}Z'^T-\delta_{ij}ZJ'^T. \tag{7}
\]

For \(i=j\) the term with \(G_{ii}\) remains: it describes a wave that leaves the cell and returns.

In electronic-structure calculations by multiple scattering, relations (3) and (4) convert between \(\tau\) and \(G\) when a program's matrices follow the definitions above, for independent electrons in a finite cluster with a finite angular-momentum cutoff.

## Matrices and solutions in Lean

The channel type `n` is finite. The types `m` and `p` label the two sets of sample points and carry no finiteness assumption, because no sum ever runs over points. For clusters, `L` labels the channels on one site and `S` labels the sites.

```lean
import Mathlib

open Matrix

namespace ScatteringPathGreenFunction

noncomputable section

variable {n m p L S : Type*} [Fintype n] [DecidableEq n]
  [Fintype L] [DecidableEq L] [Fintype S] [DecidableEq S]
```

The path operator is defined with Mathlib's matrix inverse. Its invertibility conditions appear as hypotheses of the theorems, in the form `IsUnit t.det` and `IsUnit (t⁻¹ - g).det`; over the complex numbers they say that the determinants are nonzero.

```lean
/-- The scattering path operator `τ = (t⁻¹ - g)⁻¹` for single-site scattering `t` and
free propagation `g`, where `t` and `t⁻¹ - g` are invertible. -/
def scatteringPath (t g : Matrix n n ℂ) : Matrix n n ℂ := (t⁻¹ - g)⁻¹
```

The structural Green function follows the formula \(G=g+g\tau g\). Nothing is assumed about the form of `g`: it need not be symmetric, and its same-site blocks need not vanish.

```lean
/-- The structural Green function `G = g + g τ g`, where `t` and `t⁻¹ - g` are invertible. -/
def structuralGreen (t g : Matrix n n ℂ) : Matrix n n ℂ :=
  g + g * scatteringPath t g * g
```

The next two definitions build \(R\) and \(H\) from sampled solutions. The same functions serve both point sets, so \(R'\) is `regular Z' t` and \(H'\) is `irregular Z' J' t`.

```lean
/-- The regular solutions `R = Z t`; rows are sample points, columns are channels. -/
def regular (Z : Matrix m n ℂ) (t : Matrix n n ℂ) : Matrix m n ℂ := Z * t

/-- The irregular solutions `H = Z - J t⁻¹`, for invertible `t`. -/
def irregular (Z J : Matrix m n ℂ) (t : Matrix n n ℂ) : Matrix m n ℂ := Z - J * t⁻¹
```

These are algebraic definitions. The radial equation, the matching at the cell boundary and the behaviour at the origin do not enter, and the theorems compare two expressions without showing that either one inverts a Schrödinger operator. In the physical formula for two points in one cell, the irregular solution belongs to the point farther from the centre; here that is the second set, and the ordering is left to the user.

A cluster matrix has index pairs with the channel first and the site second. Its site block fixes the two sites and lets the channels vary.

```lean
/-- The block of a cluster matrix that connects site `i` to site `j`. -/
def siteBlock (M : Matrix (L × S) (L × S) ℂ) (i j : S) : Matrix L L ℂ :=
  Matrix.of fun a b => M (a, i) (b, j)
```

## From the inverse equations to the path operator

The first theorem is equation (3). The equations `h1` and `h2` state that \(\tau\) is a left and a right inverse; `h1'` and `h2'` are the two relations in (2). The `calc` block then follows the chain in (3) line by line.

```lean
/-- If `t⁻¹ - g` is invertible, the structural Green function is
`G = t⁻¹ τ t⁻¹ - t⁻¹`. -/
theorem structuralGreen_eq (t g : Matrix n n ℂ) (h : IsUnit (t⁻¹ - g).det) :
    structuralGreen t g = t⁻¹ * scatteringPath t g * t⁻¹ - t⁻¹ := by
  have h1 := nonsing_inv_mul (t⁻¹ - g) h
  have h2 := mul_nonsing_inv (t⁻¹ - g) h
  unfold structuralGreen scatteringPath
  generalize (t⁻¹ - g)⁻¹ = τ at h1 h2 ⊢
  generalize t⁻¹ = s at h1 h2 ⊢
  -- the defining equation of `τ`, read from the right and from the left
  have h1' : τ * g = τ * s - 1 := by
    rw [Matrix.mul_sub] at h1
    rw [← h1]
    abel
  have h2' : g * τ = s * τ - 1 := by
    rw [Matrix.sub_mul] at h2
    rw [← h2]
    abel
  calc g + g * τ * g = g + (s * τ - 1) * g := by rw [h2']
    _ = s * (τ * g) := by noncomm_ring
    _ = s * (τ * s - 1) := by rw [h1']
    _ = s * τ * s - s := by noncomm_ring
```

The proof turns on the tactic `generalize`. The tactic `noncomm_ring` proves identities that follow from associativity, distributivity and the rules of addition, but it does not know that a matrix times its inverse is the identity. The proof therefore obtains the two inverse equations first. The command `generalize (t⁻¹ - g)⁻¹ = τ at h1 h2 ⊢` then replaces the compound expression by a new variable `τ`, both in those equations and in the goal, and a second `generalize` replaces `t⁻¹` by `s`.

From then on `τ` and `s` are arbitrary matrices, and all that is known about them is \(\tau(s-g)=1\) and \((s-g)\tau=1\). What remains is algebra in three non-commuting letters, the same algebra that one does by hand. The list after `at` matters: an equation left out of it would still speak of the old expression and would say nothing about the new letter.

The replacement also shows which assumptions are used. No relation between `s` and `t` survives it, so this theorem needs no hypothesis that `t` is invertible. For singular `t`, Mathlib sets `t⁻¹` to zero; the equation is still true there, but it has lost its scattering meaning.

The next theorem is (4), and here `t` must be invertible. After (3) has been substituted, the same device leaves \(ts=1\) and \(st=1\). The `calc` block groups the product so that these factors stand next to each other and cancel.

```lean
/-- For invertible `t` and `t⁻¹ - g`, the scattering path operator is `τ = t + t G t`:
one scattering event, or a first and a last one joined by the structural Green function. -/
theorem scatteringPath_eq (t g : Matrix n n ℂ) (ht : IsUnit t.det)
    (h : IsUnit (t⁻¹ - g).det) :
    scatteringPath t g = t + t * structuralGreen t g * t := by
  rw [structuralGreen_eq t g h]
  have a := mul_nonsing_inv t ht
  have b := nonsing_inv_mul t ht
  generalize scatteringPath t g = τ
  generalize t⁻¹ = s at a b ⊢
  symm
  calc t + t * (s * τ * s - s) * t
      = t + (t * s) * τ * (s * t) - (t * s) * t := by noncomm_ring
    _ = τ := by rw [a, b]; noncomm_ring
```

## The two Green function forms

Equation (5) comes next. Its hypothesis `t.IsSymm` says \(t^T=t\). The rewriting transposes \(H'\), moves the transpose through the inverse, and cancels \(t\,t^{-1}\) in the term with \(J'\).

```lean
/-- For a single scatterer with symmetric invertible `t`, the product of regular and
irregular solutions is `R H'ᵀ = Z t Z'ᵀ - Z J'ᵀ`. -/
theorem single_scatterer (t : Matrix n n ℂ) (hs : t.IsSymm) (ht : IsUnit t.det)
    (Z : Matrix m n ℂ) (Z' J' : Matrix p n ℂ) :
    regular Z t * (irregular Z' J' t)ᵀ = Z * t * Z'ᵀ - Z * J'ᵀ := by
  unfold regular irregular
  rw [transpose_sub, transpose_mul, transpose_nonsing_inv, hs.eq, Matrix.mul_sub,
    Matrix.mul_assoc Z t (t⁻¹ * J'ᵀ), ← Matrix.mul_assoc t t⁻¹ J'ᵀ,
    mul_nonsing_inv t ht, Matrix.one_mul]
```

The central theorem is (1), for any two sets of sample points. Its proof substitutes (5) for the single-scatterer term and (4) for `scatteringPath t g`. Expanding the products then gives the same terms on both sides, and `abel` matches them.

```lean
/-- For symmetric invertible `t` and invertible `t⁻¹ - g`, the two forms of the
multiple-scattering Green function agree: `R H'ᵀ + R G R'ᵀ = Z τ Z'ᵀ - Z J'ᵀ`. -/
theorem green_function_forms (t g : Matrix n n ℂ) (hs : t.IsSymm) (ht : IsUnit t.det)
    (h : IsUnit (t⁻¹ - g).det) (Z : Matrix m n ℂ) (Z' J' : Matrix p n ℂ) :
    regular Z t * (irregular Z' J' t)ᵀ
        + regular Z t * structuralGreen t g * (regular Z' t)ᵀ
      = Z * scatteringPath t g * Z'ᵀ - Z * J'ᵀ := by
  rw [single_scatterer t hs ht, scatteringPath_eq t g ht h]
  simp only [regular, transpose_mul, hs.eq, Matrix.mul_add, Matrix.add_mul,
    Matrix.mul_assoc]
  abel
```

The equivalence with symmetry concerns arrays with as many sample points as channels, and it quantifies over all such arrays. It does not say that the two forms must differ for one particular set of solutions when `t` is not symmetric. In the proof, `H` names the assumed identity and not a solution. In the forward direction, `H 1 0 1` is the choice \(Z=1\), \(Z'=0\), \(J'=1\) made above, and the closing `calc` block carries out the multiplication by \(t^T\). The reverse direction is the central theorem.

```lean
/-- For invertible `t` and `t⁻¹ - g`, the two forms of the Green function agree for all
square arrays of solutions `Z`, `Z'`, `J'` exactly when `t` is symmetric. -/
theorem green_function_forms_iff_symm (t g : Matrix n n ℂ) (ht : IsUnit t.det)
    (h : IsUnit (t⁻¹ - g).det) :
    (∀ Z Z' J' : Matrix n n ℂ,
      regular Z t * (irregular Z' J' t)ᵀ
          + regular Z t * structuralGreen t g * (regular Z' t)ᵀ
        = Z * scatteringPath t g * Z'ᵀ - Z * J'ᵀ) ↔ t.IsSymm := by
  refine ⟨fun H => ?_, fun hs Z Z' J' => green_function_forms t g hs ht h Z Z' J'⟩
  -- switch off `Z'` and keep only the term with `J'`
  have e : t * (t⁻¹)ᵀ = 1 := by
    have := H 1 0 1
    simpa [regular, irregular] using this
  change tᵀ = t
  calc tᵀ = t * (t⁻¹)ᵀ * tᵀ := by rw [e, Matrix.one_mul]
    _ = t * (t * t⁻¹)ᵀ := by rw [transpose_mul, Matrix.mul_assoc]
    _ = t := by rw [mul_nonsing_inv t ht, transpose_one, Matrix.mul_one]
```

## Clusters resolved by sites

In the cluster theorems, `t` is a family of matrices, one for each site, and `blockDiagonal t` assembles them into the cluster matrix. The hypotheses ask that every `t i` be invertible, and that `(blockDiagonal t)⁻¹ - g` be invertible too.

The proof of (6) first shows that the assembled matrix is invertible, since its determinant is the product of the site determinants. It then applies (4) to the whole cluster. The auxiliary statement `hG` identifies the \(ij\) block of the triple product: the matrix products become sums over channels and sites, and the block-diagonal factors remove every term with the wrong site. The statement `hT` reads off the block \(\delta_{ij}t_i\).

```lean
/-- When every site matrix `t i` and the cluster matrix `t⁻¹ - g` are invertible, the site
blocks of the scattering path operator are `τ_ij = δ_ij t_i + t_i G_ij t_j`. -/
theorem siteBlock_scatteringPath (t : S → Matrix L L ℂ) (g : Matrix (L × S) (L × S) ℂ)
    (ht : ∀ i, IsUnit (t i).det) (h : IsUnit ((blockDiagonal t)⁻¹ - g).det) (i j : S) :
    siteBlock (scatteringPath (blockDiagonal t) g) i j
      = (if i = j then t i else 0)
        + t i * siteBlock (structuralGreen (blockDiagonal t) g) i j * t j := by
  have hD : IsUnit (blockDiagonal t).det := by
    rw [det_blockDiagonal, isUnit_iff_ne_zero]
    exact Finset.prod_ne_zero_iff.mpr fun k _ => (ht k).ne_zero
  rw [scatteringPath_eq _ g hD h]
  generalize structuralGreen (blockDiagonal t) g = G
  -- a block-diagonal factor on either side acts only within its own site
  have hG : siteBlock (blockDiagonal t * G * blockDiagonal t) i j
      = t i * siteBlock G i j * t j := by
    ext a b
    simp [siteBlock, Matrix.mul_apply, blockDiagonal_apply, Fintype.sum_prod_type]
  have hT : siteBlock (blockDiagonal t) i j = if i = j then t i else 0 := by
    ext a b
    by_cases hij : i = j <;> simp [siteBlock, blockDiagonal_apply, hij]
  rw [← hG, ← hT]
  rfl
```

The last theorem is (7), with each Kronecker delta written as an `if i = j` expression. Here `Z` is sampled in cell `i`, while `Z'` and `J'` are sampled in cell `j`, so the factors to the left and right of the Green function block use `t i` and `t j` respectively.

The proof substitutes (6) and separates two cases. In the same cell, (5) supplies the single-scatterer term and the rest is expansion, as in the central theorem. In different cells the terms with \(H'\) and \(J'\) are absent, and the symmetry of `t j` turns \(t_jZ'^T\) into \(R'^T\).

```lean
/-- For a cluster with symmetric invertible site matrices and invertible `t⁻¹ - g`, the two
forms of the Green function agree between points in cell `i` and points in cell `j`;
the terms with `H'` and `J'` occur only for `i = j`. -/
theorem green_function_forms_sites (t : S → Matrix L L ℂ)
    (g : Matrix (L × S) (L × S) ℂ) (hs : ∀ i, (t i).IsSymm)
    (ht : ∀ i, IsUnit (t i).det) (h : IsUnit ((blockDiagonal t)⁻¹ - g).det) (i j : S)
    (Z : Matrix m L ℂ) (Z' J' : Matrix p L ℂ) :
    (if i = j then regular Z (t i) * (irregular Z' J' (t j))ᵀ else 0)
        + regular Z (t i) * siteBlock (structuralGreen (blockDiagonal t) g) i j
          * (regular Z' (t j))ᵀ
      = Z * siteBlock (scatteringPath (blockDiagonal t) g) i j * Z'ᵀ
        - (if i = j then Z * J'ᵀ else 0) := by
  rw [siteBlock_scatteringPath t g ht h]
  by_cases hij : i = j
  · -- same cell: the single-scatterer term contributes
    subst hij
    simp only [↓reduceIte]
    rw [single_scatterer (t i) (hs i) (ht i)]
    simp only [regular, transpose_mul, (hs i).eq, Matrix.mul_add, Matrix.add_mul,
      Matrix.mul_assoc]
    abel
  · -- different cells: only the structural Green function connects them
    simp only [if_neg hij, zero_add, sub_zero, regular, transpose_mul, (hs j).eq,
      Matrix.mul_assoc]

end

end ScatteringPathGreenFunction
```

```lean
#print axioms ScatteringPathGreenFunction.green_function_forms
#print axioms ScatteringPathGreenFunction.green_function_forms_iff_symm
#print axioms ScatteringPathGreenFunction.green_function_forms_sites
```

```
'ScatteringPathGreenFunction.green_function_forms' depends on axioms: [propext, Classical.choice, Quot.sound]
'ScatteringPathGreenFunction.green_function_forms_iff_symm' depends on axioms: [propext, Classical.choice, Quot.sound]
'ScatteringPathGreenFunction.green_function_forms_sites' depends on axioms: [propext, Classical.choice, Quot.sound]
```
